# An antisymmetric N-particle wavefunction with one-particle slices in the span of N orbitals is a multiple of their Slater determinant

Let $F$ be an antisymmetric complex function of $N\ge 1$ particle coordinates $x_0,\dots,x_{N-1}$. Suppose that, however the other particles are frozen, $F$ as a function of the coordinate of one chosen particle $a$ is a linear combination of the $N$ orbitals $\phi_0,\dots,\phi_{N-1}$. Then there is one constant $c$ with

$$F(x)=c\,D(x),\qquad D(x)=\det\big(\phi_j(x_i)\big)\quad\text{for all } x.$$

The physical question is when a many-fermion state is a single determinant. The slice condition holds for non-interacting fermions filling $N$ orbitals; interacting electrons in general violate it.

## What is assumed of the wavefunction

A coordinate is an element of an arbitrary set `X`, for instance a position together with a spin. A configuration is a function `x : Fin N → X`, and particles and orbitals are counted from 0. Rows of the matrix belong to particles, columns to orbitals. The orbitals need not be orthonormal or independent; if they are dependent, $D$ vanishes identically and so does $F$.

`slaterDet` has no prefactor. For orthonormal orbitals the normalised determinant is $D/\sqrt{N!}$, so a normalised $F$ has $|c|=1/\sqrt{N!}$.

```lean
import Mathlib

open Function

namespace SlaterFromSlices

noncomputable section

variable {X : Type*} {N : ℕ}

/-- The matrix of orbital values: row `i` is the particle at `x i`, column `j` the orbital `φ j`. -/
def slaterMatrix (φ : Fin N → X → ℂ) (x : Fin N → X) : Matrix (Fin N) (Fin N) ℂ :=
  Matrix.of fun i j => φ j (x i)

/-- The unnormalised Slater determinant `det (φ j (x i))`. -/
def slaterDet (φ : Fin N → X → ℂ) (x : Fin N → X) : ℂ :=
  (slaterMatrix φ x).det
```

In `IsAntisymmetric`, `x ∘ σ` puts particle $i$ at $x_{\sigma(i)}$.

```lean
/-- A permutation of the particles multiplies the wavefunction by the sign of the permutation. -/
def IsAntisymmetric (F : (Fin N → X) → ℂ) : Prop :=
  ∀ (σ : Equiv.Perm (Fin N)) (x : Fin N → X),
    F (x ∘ σ) = ((Equiv.Perm.sign σ : ℤ) : ℂ) * F x
```

Write $x[i\to y]$ for the configuration $x$ with particle $i$ moved to $y$; this is `update x i y`. The chosen particle `a : Fin N` exists only if $N\ge1$.

```lean
/-- With all other particles frozen, the wavefunction as a function of the position of
particle `a` is a linear combination of the orbitals. -/
def SliceInSpan (φ : Fin N → X → ℂ) (F : (Fin N → X) → ℂ) (a : Fin N) : Prop :=
  ∀ x : Fin N → X, (fun y => F (update x a y)) ∈ Submodule.span ℂ (Set.range φ)
```

Both conditions are required at every configuration. Square-integrable wavefunctions are fixed only up to sets of measure zero, and the step from pointwise to almost-everywhere conditions is left open here.

For $N=1$ antisymmetry is empty, $D=\phi_0$, and the slice condition already says $F=c\,\phi_0$.

## Antisymmetry: a sign for every permutation

Physically, this is the exchange rule for identical fermions. By hand it gives two facts.

If $x_i=x_j$ with $i\neq j$, exchanging the two particles leaves $x$ unchanged but reverses the sign. Hence $F(x)=-F(x)$ and $F(x)=0$. For electrons the coordinate includes the spin, so to coincide means to have the same position and the same spin; two electrons of opposite spin may be at the same position. In Lean, `hs` says that the configuration is unchanged, and the last line divides by 2.

```lean
/-- Pauli principle: an antisymmetric wavefunction vanishes when two particles coincide. -/
theorem IsAntisymmetric.eq_zero_of_coincide {F : (Fin N → X) → ℂ} (hF : IsAntisymmetric F)
    {x : Fin N → X} {i j : Fin N} (hij : i ≠ j) (hx : x i = x j) : F x = 0 := by
  have hs : x ∘ Equiv.swap i j = x := by
    funext k
    by_cases hi : k = i
    · subst hi; simp [hx]
    · by_cases hj : k = j
      · subst hj; simp [hx]
      · simp [Equiv.swap_apply_of_ne_of_ne hi hj]
  have h := hF (Equiv.swap i j) x
  rw [hs, Equiv.Perm.sign_swap hij] at h
  simp only [Units.val_neg, Units.val_one, Int.cast_neg, Int.cast_one] at h
  linear_combination h / 2
```

The slice condition also passes from $a$ to any other particle $i$. With $\tau$ the exchange of $a$ and $i$,

$$F(x[i\to y])=-F\big((x\circ\tau)[a\to y]\big),$$

and the right side, as a function of $y$, lies in the span. This is `key`, which keeps the sign general so that $i=a$ is included.

```lean
/-- For an antisymmetric wavefunction, if the slices in one particle lie in the span of the
orbitals, so do the slices in every other particle. -/
theorem IsAntisymmetric.slice_mem {φ : Fin N → X → ℂ} {F : (Fin N → X) → ℂ}
    (hF : IsAntisymmetric F) {a : Fin N} (ha : SliceInSpan φ F a) (i : Fin N) :
    SliceInSpan φ F i := by
  intro x
  -- exchange particles `a` and `i`
  have key : (fun y => F (update x i y)) =
      ((Equiv.Perm.sign (Equiv.swap a i) : ℤ) : ℂ) •
        (fun y => F (update (x ∘ Equiv.swap a i) a y)) := by
    funext y
    have hu : update (x ∘ Equiv.swap a i) a y ∘ Equiv.swap a i = update x i y := by
      funext k
      simp [Function.update_apply, Equiv.swap_apply_eq_iff]
    have h := hF (Equiv.swap a i) (update (x ∘ Equiv.swap a i) a y)
    rw [hu] at h
    exact h
  rw [key]
  exact Submodule.smul_mem _ _ (ha _)
```

The determinant obeys the same rule, since permuting particles permutes rows.

```lean
/-- The Slater determinant is antisymmetric. -/
theorem slaterDet_antisymmetric (φ : Fin N → X → ℂ) : IsAntisymmetric (slaterDet φ) := by
  intro σ x
  exact Matrix.det_permute σ (slaterMatrix φ x)
```

Without antisymmetry the result fails. For $N=2$ take $F(x)=\phi_0(x_0)\phi_0(x_1)$ with $\phi_0(q)\ne0$ at some point $q$. Its slices lie in the span, but $F(q,q)\neq0$ while $D(q,q)=0$.

## Slices in the span: each particle sees only these orbitals

Physically, no particle has an amplitude outside the given orbitals, wherever the others are. The determinant itself has this property, by Laplace expansion along row $i$:

$$D(x[i\to y])=\sum_j \phi_j(y)\,C_{ij}(x).$$

The cofactor $C_{ij}$ omits row $i$, so it doesn't depend on where particle $i$ is. Lean writes it as the transposed entry `adjugate j i`; `hrow` expresses the independence.

```lean
/-- Laplace expansion: moving particle `i` to `y` gives the sum of the orbital values at `y`
times the cofactors of row `i`, which are those of the original configuration. -/
theorem slaterDet_laplace (φ : Fin N → X → ℂ) (x : Fin N → X) (i : Fin N) (y : X) :
    slaterDet φ (update x i y) = ∑ j, φ j y * (slaterMatrix φ x).adjugate j i := by
  rw [slaterDet, Matrix.det_eq_sum_mul_adjugate_row _ i]
  refine Finset.sum_congr rfl fun j _ => ?_
  -- the cofactors of row `i` do not see where particle `i` is
  have hrow : (slaterMatrix φ (update x i y)).updateRow i (Pi.single j 1) =
      (slaterMatrix φ x).updateRow i (Pi.single j 1) := by
    ext k l
    by_cases hk : k = i
    · subst hk; simp
    · simp [slaterMatrix, hk]
  rw [Matrix.adjugate_apply, Matrix.adjugate_apply, hrow]
  simp [slaterMatrix]
```

For fixed $x$ the cofactors are constants, so the slice is a combination of orbitals. It follows that $F-cD$ satisfies both conditions whenever $F$ does.

```lean
/-- The slices of a Slater determinant in any particle lie in the span of its orbitals. -/
theorem slaterDet_sliceInSpan (φ : Fin N → X → ℂ) (a : Fin N) :
    SliceInSpan φ (slaterDet φ) a := by
  intro x
  have h : (fun y => slaterDet φ (update x a y)) =
      ∑ j, (slaterMatrix φ x).adjugate j a • φ j := by
    funext y
    simp [slaterDet_laplace, Finset.sum_apply, mul_comm]
  rw [h]
  exact Submodule.sum_mem _ fun j _ =>
    Submodule.smul_mem _ _ (Submodule.subset_span ⟨j, rfl⟩)
```

Without the slice condition, an excited determinant is a counter-example. Let $X=\{0,1,2\}$ and $N=2$, let $\phi_0,\phi_1$ be the indicator functions of the points 0 and 1, and $\chi$ that of 2. The determinant $F$ of $\phi_0,\chi$ is antisymmetric with $F(0,2)=1$, but $D(0,2)=0$.

## As many orbitals as particles

This is the condition of exact filling: $N$ particles, $N$ orbitals. It makes $\Phi_{kj}=\phi_j(p_k)$ a square matrix at any configuration $p$, which is used twice.

First, let $F(p)\neq0$. Expand the slices through $p$ as $F(p[i\to y])=\sum_j B_{ij}\phi_j(y)$ and set $y=p_k$. For $k=i$ the value is $F(p)$; for $k\ne i$ two particles coincide and it is 0. Hence

$$\Phi B^{T}=F(p)\,\mathbb 1,\qquad D(p)\det B=F(p)^N\neq0,$$

so $D(p)\ne0$. The matrix identity is `hmul`.

```lean
/-- Where an antisymmetric wavefunction with slices in the span of the orbitals is nonzero, the
Slater determinant of these orbitals is nonzero too. -/
theorem slaterDet_ne_zero {φ : Fin N → X → ℂ} {F : (Fin N → X) → ℂ}
    (hF : IsAntisymmetric F) {a : Fin N} (ha : SliceInSpan φ F a)
    {p : Fin N → X} (hp : F p ≠ 0) : slaterDet φ p ≠ 0 := by
  have h : ∀ i, ∃ b : Fin N → ℂ, ∑ j, b j • φ j = fun y => F (update p i y) := fun i =>
    (Submodule.mem_span_range_iff_exists_fun ℂ).1 (hF.slice_mem ha i p)
  choose B hB using h
  -- the slices through `p`, evaluated at the points of `p`, form a multiple of the identity
  have hmul : slaterMatrix φ p * (Matrix.of B).transpose =
      F p • (1 : Matrix (Fin N) (Fin N) ℂ) := by
    ext k i
    have e := congrFun (hB i) (p k)
    simp only [Finset.sum_apply, Pi.smul_apply, smul_eq_mul] at e
    have e' : (slaterMatrix φ p * (Matrix.of B).transpose) k i = F (update p i (p k)) := by
      rw [← e, Matrix.mul_apply]
      exact Finset.sum_congr rfl fun j _ => mul_comm _ _
    rw [e']
    by_cases hk : k = i
    · subst hk; simp
    · rw [hF.eq_zero_of_coincide hk (by simp [hk])]
      simp [hk]
  intro h0
  have hd := congrArg Matrix.det hmul
  rw [slaterDet] at h0
  rw [Matrix.det_mul, Matrix.det_smul, Matrix.det_one, mul_one, h0, zero_mul] at hd
  exact pow_ne_zero _ hp hd.symm
```

Second, let $D(p)\neq0$ and let $f=\sum_j c_j\phi_j$ vanish at every $p_i$. Then $\Phi c=0$ for the coefficient vector $c$, so $c=0$ and $f=0$.

```lean
/-- If the Slater determinant is nonzero at `p`, a combination of the orbitals that vanishes at
all points of `p` vanishes everywhere. -/
theorem eq_zero_of_vanishes_at_points {φ : Fin N → X → ℂ} {p : Fin N → X}
    (hp : slaterDet φ p ≠ 0) {f : X → ℂ} (hf : f ∈ Submodule.span ℂ (Set.range φ))
    (h0 : ∀ i, f (p i) = 0) : f = 0 := by
  obtain ⟨c, rfl⟩ := (Submodule.mem_span_range_iff_exists_fun ℂ).1 hf
  have hc : c = 0 := by
    apply Matrix.eq_zero_of_mulVec_eq_zero (show (slaterMatrix φ p).det ≠ 0 from hp)
    funext i
    have e := h0 i
    simp only [Finset.sum_apply, Pi.smul_apply, smul_eq_mul] at e
    change ∑ j, φ j (p i) * c j = 0
    refine Eq.trans ?_ e
    exact Finset.sum_congr rfl fun j _ => mul_comm (φ j (p i)) (c j)
  simp [hc]
```

With four orbitals for two particles, a single determinant no longer suffices. On $X=\{0,1,2,3\}$ let $\phi_j$ be the indicator function of $j$, and add the determinant of $\phi_0,\phi_1$ to that of $\phi_2,\phi_3$. As a $4\times4$ matrix in $(x_0,x_1)$ the sum has rank 4, whereas a determinant of any two orbitals has rank at most 2.

## One configuration fixes the constant

All the conditions now combine. Let $G$ be antisymmetric with slices in the span, and let $G(p)=0$ with $D(p)\neq0$.

Suppose first that every particle sits on a point of $p$, so $x_i=p_{k(i)}$. If $k$ is injective, it is a permutation and $G(x)=\pm G(p)=0$. Otherwise two particles coincide and again $G(x)=0$.

Now free the particles one at a time. When particle $b$ is freed, $y\mapsto G(x[b\to y])$ lies in the span and vanishes at every $p_k$ by the previous stage. It is therefore zero, also at $y=x_b$. Lean does this by induction on the set `s` of free particles.

```lean
/-- An antisymmetric wavefunction with slices in the span of the orbitals vanishes everywhere if
it vanishes at one configuration where the Slater determinant does not. -/
theorem eq_zero_of_eq_zero_at {φ : Fin N → X → ℂ} {G : (Fin N → X) → ℂ}
    (hG : IsAntisymmetric G) {a : Fin N} (ha : SliceInSpan φ G a) {p : Fin N → X}
    (hp : slaterDet φ p ≠ 0) (hG0 : G p = 0) (x : Fin N → X) : G x = 0 := by
  -- particles in `s` are free, all others sit on points of `p`
  have key : ∀ s : Finset (Fin N), ∀ x : Fin N → X,
      (∀ i, i ∉ s → ∃ k, x i = p k) → G x = 0 := by
    intro s
    induction s using Finset.induction_on with
    | empty =>
      intro x hx
      choose k hk using fun i => hx i (Finset.notMem_empty i)
      have hxk : x = p ∘ k := funext hk
      by_cases hinj : Function.Injective k
      · have h := hG (Equiv.ofBijective k (Finite.injective_iff_bijective.1 hinj)) p
        rw [hG0, mul_zero] at h
        rw [hxk]
        exact h
      · simp only [Function.Injective, not_forall] at hinj
        obtain ⟨i, j, hij, hne⟩ := hinj
        exact hG.eq_zero_of_coincide hne (by rw [hk i, hk j, hij])
    | insert b s hb ih =>
      intro x hx
      have hn : ∀ k, G (update x b (p k)) = 0 := by
        intro k
        refine ih _ fun i hi => ?_
        by_cases hib : i = b
        · exact ⟨k, by simp [hib]⟩
        · obtain ⟨l, hl⟩ := hx i (by simp [hib, hi])
          exact ⟨l, by simp [hib, hl]⟩
      have hz := eq_zero_of_vanishes_at_points hp (hG.slice_mem ha b x) hn
      simpa using congrFun hz (x b)
  exact key Finset.univ x fun i hi => absurd (Finset.mem_univ i) hi
```

If $F$ is zero everywhere, take $c=0$. Otherwise choose $p$ with $F(p)\ne0$. Then $D(p)\neq0$, and with $c=F(p)/D(p)$ the function $G=F-cD$ vanishes at $p$, hence everywhere.

```lean
/-- Main theorem: an antisymmetric wavefunction of `N` particles whose slices in one particle lie
in the span of `N` orbitals is a constant multiple of their Slater determinant. -/
theorem eq_const_mul_slaterDet {φ : Fin N → X → ℂ} {F : (Fin N → X) → ℂ}
    (hF : IsAntisymmetric F) {a : Fin N} (ha : SliceInSpan φ F a) :
    ∃ c : ℂ, ∀ x, F x = c * slaterDet φ x := by
  by_cases h : ∃ p, F p ≠ 0
  · obtain ⟨p, hp⟩ := h
    have hD := slaterDet_ne_zero hF ha hp
    refine ⟨F p / slaterDet φ p, fun x => ?_⟩
    generalize hc : F p / slaterDet φ p = c
    -- the difference is antisymmetric, has slices in the span, and vanishes at `p`
    have hG : IsAntisymmetric (fun x => F x - c * slaterDet φ x) := by
      intro σ x
      have h1 := hF σ x
      have h2 := slaterDet_antisymmetric φ σ x
      linear_combination h1 - c * h2
    have hS : SliceInSpan φ (fun x => F x - c * slaterDet φ x) a := fun x =>
      Submodule.sub_mem _ (ha x) (Submodule.smul_mem _ c (slaterDet_sliceInSpan φ a x))
    have h0 : F p - c * slaterDet φ p = 0 := by
      rw [← hc]
      exact sub_eq_zero.2 (by field_simp)
    exact sub_eq_zero.1 (eq_zero_of_eq_zero_at hG hS hD h0 x)
  · refine ⟨0, fun x => ?_⟩
    rw [zero_mul]
    exact not_not.1 fun hx => h ⟨x, hx⟩
```

Substituting $F=cD$ at two configurations gives $F(x)D(p)=F(p)D(x)$. If $F(p)\neq0$, then $D(p)\neq0$ too, and $F(x)/F(p)=D(x)/D(p)$. In variational Monte Carlo with a single-determinant trial function and no correlation factor, amplitude ratios between configurations can thus be computed from the unnormalised determinant.

```lean
/-- If an antisymmetric wavefunction `F` has its slices in one particle in the span of the `N`
orbitals, and `D` is their Slater determinant, then `F x * D p = F p * D x` for any two
configurations `x` and `p`. -/
theorem mul_slaterDet_comm {φ : Fin N → X → ℂ} {F : (Fin N → X) → ℂ}
    (hF : IsAntisymmetric F) {a : Fin N} (ha : SliceInSpan φ F a) (x p : Fin N → X) :
    F x * slaterDet φ p = F p * slaterDet φ x := by
  obtain ⟨c, hc⟩ := eq_const_mul_slaterDet hF ha
  rw [hc x, hc p]
  ring

end

end SlaterFromSlices
```

```lean
#print axioms SlaterFromSlices.eq_const_mul_slaterDet
#print axioms SlaterFromSlices.mul_slaterDet_comm
```

```
'SlaterFromSlices.eq_const_mul_slaterDet' depends on axioms: [propext, Classical.choice, Quot.sound]
'SlaterFromSlices.mul_slaterDet_comm' depends on axioms: [propext, Classical.choice, Quot.sound]
```
